# Lanczos without orthogonality: a Hermitian matrix has an eigenvalue within the relative residual estimate of every Ritz value whose Ritz vector is nonzero

Rounding enters here as an arbitrary error vector added to each column of the Lanczos recurrence, not as a model of floating-point numbers. The eigenvalue bound assumes nothing about the size of these errors or about the orthogonality of the computed vectors; the errors enter through its right-hand side. A later result on pairs of Ritz vectors does assume that the error estimates are small compared with a spectral gap.

The vectors live in a complex inner product space `E`, made finite-dimensional where a spectral decomposition is needed. There are m + 1 Lanczos vectors, numbered 0 to m, so a run may consist of a single vector.

```lean
import Mathlib

open Matrix

namespace FinitePrecisionLanczos

noncomputable section

variable {E : Type*} [NormedAddCommGroup E] [InnerProductSpace ℂ E] {m : ℕ}
```

For coefficients s_j, write V s = Σ_j s_j v_j. The same combination of error vectors is F s = Σ_j s_j f_j. Both are instances of `comb`.

```lean
/-- The linear combination `∑ j, s j • v j`, that is, the matrix with columns `v j`
applied to the coefficient vector `s`. -/
def comb (v : Fin (m + 1) → E) (s : Fin (m + 1) → ℂ) : E := ∑ j, s j • v j
```

## The perturbed recurrence and its residual

Let A be the operator, T the matrix of recurrence coefficients, β a complex number and q the next Lanczos vector, not necessarily normalised. In an exact Lanczos run T is the projected matrix with entries ⟨v_i, A v_j⟩; without orthogonality it need not be. The computed recurrence is

A v_j = Σ_i T_ij v_i + δ_jm β q + f_j.

T may be any complex matrix; it need be neither tridiagonal nor Hermitian. Some f_j always makes this equation true, so the relation carries information only through the size of the errors.

```lean
/-- The computed Lanczos relation `A V = V T + β q e_mᵀ + F`, written column by column, with `e_m`
the last unit vector; `v j` are the columns of `V` and `f j` the error columns of `F`. -/
def LanczosRelation (A : E →ₗ[ℂ] E) (v f : Fin (m + 1) → E)
    (T : Matrix (Fin (m + 1)) (Fin (m + 1)) ℂ) (β : ℂ) (q : E) : Prop :=
  ∀ j, A (v j) = ∑ i, T i j • v i + (if j = Fin.last m then β • q else 0) + f j
```

The error estimate is

η(s) = |β s_m| ‖q‖ + ‖F s‖.

Both terms scale with s, so the eigenvalue bound below divides η(s) by ‖V s‖. For normalised s and q the first term is the familiar Lanczos estimate |β s_m|; the second is the norm of the accumulated local errors. The theorems here give no numerical value for the second; it can be bounded by a rounding analysis or estimated by evaluating the error columns in higher precision.

```lean
/-- The error estimate `|β s_m| ‖q‖ + ‖F s‖`, with `s_m` the last entry of `s`. -/
def estimate (f : Fin (m + 1) → E) (β : ℂ) (q : E) (s : Fin (m + 1) → ℂ) : ℝ :=
  ‖β * s (Fin.last m)‖ * ‖q‖ + ‖comb f s‖
```

Suppose T s = θ s, with θ possibly complex, and put y = V s. Then θ is called a Ritz value and y its Ritz vector. Applying A column by column gives

A y = Σ_i (Σ_j T_ij s_j) v_i + β s_m q + F s
  = θ y + β s_m q + F s.

Hence the residual r = A y − θ y equals β s_m q + F s. In the proof, `hT` exchanges the two sums and uses the eigenvalue equation, while `hq` keeps only the last column's contribution.

```lean
/-- If the computed Lanczos relation holds and `T s = θ s`, the residual of the Ritz vector `V s` is
`β s_m q + F s`, with `s_m` the last entry of `s`. -/
theorem ritz_residual {A : E →ₗ[ℂ] E} {v f : Fin (m + 1) → E}
    {T : Matrix (Fin (m + 1)) (Fin (m + 1)) ℂ} {β : ℂ} {q : E}
    (h : LanczosRelation A v f T β q) {s : Fin (m + 1) → ℂ} {θ : ℂ}
    (hs : T *ᵥ s = θ • s) :
    A (comb v s) - θ • comb v s = (β * s (Fin.last m)) • q + comb f s := by
  have h' : ∀ j, A (v j) =
      ∑ i, T i j • v i + (if j = Fin.last m then β • q else 0) + f j := h
  -- the projected matrix acts on the coefficients
  have hT : ∑ j, s j • ∑ i, T i j • v i = θ • comb v s := by
    calc ∑ j, s j • ∑ i, T i j • v i = ∑ i, (T *ᵥ s) i • v i := by
          simp only [Finset.smul_sum, smul_smul, Matrix.mulVec, dotProduct, Finset.sum_smul]
          refine Finset.sum_comm.trans
            (Finset.sum_congr rfl fun i _ => Finset.sum_congr rfl fun j _ => ?_)
          rw [mul_comm]
      _ = θ • comb v s := by
          rw [hs]
          simp only [comb, Finset.smul_sum, smul_smul, Pi.smul_apply, smul_eq_mul]
  -- only the last column feels the next Lanczos vector
  have hq : ∑ j, s j • (if j = Fin.last m then β • q else 0)
      = (β * s (Fin.last m)) • q := by
    simp [smul_smul, mul_comm]
  have key : A (comb v s) = θ • comb v s + (β * s (Fin.last m)) • q + comb f s := by
    rw [← hT, ← hq]
    simp only [comb, map_sum, map_smul, h', smul_add, Finset.sum_add_distrib]
  rw [key]
  abel
```

The triangle inequality then gives ‖r‖ ≤ η(s).

```lean
/-- If the computed Lanczos relation holds and `T s = θ s`, the residual norm of the Ritz vector is
at most the error estimate. -/
theorem residual_le_estimate {A : E →ₗ[ℂ] E} {v f : Fin (m + 1) → E}
    {T : Matrix (Fin (m + 1)) (Fin (m + 1)) ℂ} {β : ℂ} {q : E}
    (h : LanczosRelation A v f T β q) {s : Fin (m + 1) → ℂ} {θ : ℂ}
    (hs : T *ᵥ s = θ • s) :
    ‖A (comb v s) - θ • comb v s‖ ≤ estimate f β q s := by
  rw [ritz_residual h hs, estimate, ← norm_smul]
  exact norm_add_le _ _
```

## From the residual to a level

Hermiticity is expressed by `A.IsSymmetric`, that is, ⟨A x, y⟩ = ⟨x, A y⟩. The inner product is conjugate-linear in its first slot. If A u = μ u with μ real, then

⟨u, A y − θ y⟩ = ⟨A u, y⟩ − θ⟨u, y⟩ = (μ − θ)⟨u, y⟩.

```lean
/-- For symmetric `A` with `A u = μ u`, the component of the residual `A y - θ y` along `u`
is `μ - θ` times the component of `y`. -/
theorem inner_residual {A : E →ₗ[ℂ] E} (hA : A.IsSymmetric) {u : E} {μ : ℝ}
    (hu : A u = (μ : ℂ) • u) (y : E) (θ : ℂ) :
    inner ℂ u (A y - θ • y) = ((μ : ℂ) - θ) * inner ℂ u y := by
  rw [inner_sub_right, ← hA u y, hu, inner_smul_left, inner_smul_right, Complex.conj_ofReal]
  ring
```

In finite dimension A has an orthonormal eigenbasis b_i with real eigenvalues μ_i, and Parseval's identity reads

‖x‖² = Σ_i |⟨b_i, x⟩|².

The next lemma extracts from Mathlib's spectral theorem what is needed below: nonzero eigenvectors, real eigenvalues and Parseval's identity.

```lean
/-- A symmetric operator in finite dimension has eigenvectors with real eigenvalues
in which every squared norm is the sum of the squared components. -/
theorem spectral_expansion [FiniteDimensional ℂ E] {A : E →ₗ[ℂ] E} (hA : A.IsSymmetric) :
    ∃ (n : ℕ) (b : Fin n → E) (μ : Fin n → ℝ), (∀ i, b i ≠ 0) ∧
      (∀ i, A (b i) = (μ i : ℂ) • b i) ∧ ∀ x, ‖x‖ ^ 2 = ∑ i, ‖inner ℂ (b i) x‖ ^ 2 := by
  let b := hA.eigenvectorBasis rfl
  refine ⟨_, b, hA.eigenvalues rfl, fun i => b.orthonormal.ne_zero i,
    fun i => hA.apply_eigenvectorBasis rfl i, fun x => ?_⟩
  rw [← b.repr.norm_map x, EuclideanSpace.norm_sq_eq]
  simp only [b.repr_apply_apply]
```

Let y ≠ 0 and let d be the smallest of the distances |μ_i − θ|. Then

d² ‖y‖² = Σ_i d² |⟨b_i, y⟩|²
  ≤ Σ_i |μ_i − θ|² |⟨b_i, y⟩|²
  = ‖r‖² ≤ η(s)².

Taking square roots and dividing by ‖y‖ gives d ≤ η(s)/‖y‖. In words: some real `lam` with a nonzero eigenvector `u` lies within that distance of θ. The condition `comb v s ≠ 0` matters because dependent Lanczos vectors can combine to zero.

The proof selects the nearest level with `Finset.exists_min_image` and compares the two Parseval sums term by term with `Finset.sum_le_sum`.

For a finite Hamiltonian matrix, as in configuration interaction or exact diagonalisation of a small lattice model, a repeated Ritz value with a small relative estimate therefore still lies near a true level. The theorem does not identify which level it is, and repetition does not establish degeneracy.

```lean
/-- **Ritz values of a perturbed Lanczos run.** Let `A` be symmetric in finite dimension and let the
computed Lanczos relation hold. If `T s = θ s` and `V s ≠ 0`, some eigenvalue of `A` lies within
`(|β s_m| ‖q‖ + ‖F s‖) / ‖V s‖` of `θ`, with `s_m` the last entry of `s`. -/
theorem exists_level_near_ritz_value [FiniteDimensional ℂ E] {A : E →ₗ[ℂ] E}
    (hA : A.IsSymmetric) {v f : Fin (m + 1) → E}
    {T : Matrix (Fin (m + 1)) (Fin (m + 1)) ℂ} {β : ℂ} {q : E}
    (h : LanczosRelation A v f T β q) {s : Fin (m + 1) → ℂ} {θ : ℂ}
    (hs : T *ᵥ s = θ • s) (hy : comb v s ≠ 0) :
    ∃ (lam : ℝ) (u : E), u ≠ 0 ∧ A u = (lam : ℂ) • u ∧
      ‖(lam : ℂ) - θ‖ ≤ estimate f β q s / ‖comb v s‖ := by
  obtain ⟨n, b, μ, hb, hμ, hP⟩ := spectral_expansion hA
  have hne : Nonempty (Fin n) := by
    by_contra hn
    have := not_nonempty_iff.mp hn
    have h0 := hP (comb v s)
    simp at h0
    exact hy h0
  -- take the level nearest to the Ritz value
  obtain ⟨i, _, hi⟩ := Finset.exists_min_image Finset.univ
    (fun i => ‖(μ i : ℂ) - θ‖) Finset.univ_nonempty
  refine ⟨μ i, b i, hb i, hμ i, ?_⟩
  rw [le_div_iff₀ (norm_pos_iff.mpr hy)]
  refine le_trans ?_ (residual_le_estimate h hs)
  refine (sq_le_sq₀ (by positivity) (by positivity)).mp ?_
  rw [mul_pow, hP (comb v s), hP (A (comb v s) - θ • comb v s), Finset.mul_sum]
  refine Finset.sum_le_sum fun j _ => ?_
  rw [inner_residual hA (hμ j), norm_mul, mul_pow]
  exact mul_le_mul_of_nonneg_right
    (pow_le_pow_left₀ (norm_nonneg _) (hi j (Finset.mem_univ j)) 2) (by positivity)
```

The bound can fail for an operator that is not Hermitian. Take A = [[0, 1], [0, 0]], whose only eigenvalue is 0, and a one-vector run with v_0 = (1, 1/2), T = (1/2), s_0 = 1 and β = 0. The recurrence holds with f_0 = (0, −1/4). The bound would be (1/4)/(√5/2) ≈ 0.224, but the eigenvalue lies 1/2 away from θ = 1/2.

## When two Ritz vectors share one simple level

For a unit vector u, removing the component of x along u gives

‖x − ⟨u, x⟩u‖² = ‖x‖² − 2|⟨u, x⟩|² + |⟨u, x⟩|²
  = ‖x‖² − |⟨u, x⟩|².

```lean
/-- Removing from `x` its component along a unit vector `u` lowers the squared norm by
the squared overlap. -/
theorem norm_sub_component_sq {u : E} (hu : ‖u‖ = 1) (x : E) :
    ‖x - inner ℂ u x • u‖ ^ 2 = ‖x‖ ^ 2 - ‖inner ℂ u x‖ ^ 2 := by
  have h : RCLike.re (inner ℂ x (inner ℂ u x • u)) = ‖inner ℂ u x‖ ^ 2 := by
    rw [inner_smul_right, ← inner_conj_symm x u, Complex.mul_conj, Complex.normSq_eq_norm_sq]
    exact Complex.ofReal_re _
  rw [norm_sub_sq (𝕜 := ℂ), h, norm_smul, hu]
  ring
```

Now let u be a unit eigenvector of a simple level λ, meaning that every solution of A w = λ w is a multiple of u. Let every other level be at least g ≥ 0 away from θ. The first hypothesis says that λ is nondegenerate. The gap in the second is measured from the Ritz value, not from λ.

Put z = y − ⟨u, y⟩u. If μ_i = λ, then b_i is a multiple of u and ⟨b_i, z⟩ = 0. If μ_i ≠ λ, then b_i is orthogonal to u, so ⟨b_i, z⟩ = ⟨b_i, y⟩ and |μ_i − θ| ≥ g. Summing over i,

g² (‖y‖² − |⟨u, y⟩|²) = g² ‖z‖² ≤ ‖r‖².

The `by_cases` split in the proof separates the same two cases.

```lean
/-- In finite dimension, let `lam` be a simple level of symmetric `A` with unit eigenvector `u`, and
let all other levels be at least `g ≥ 0` away from `θ`. Then the weight of `y` outside `u`, times
`g²`, is at most the squared residual. -/
theorem leakage_le_residual [FiniteDimensional ℂ E] {A : E →ₗ[ℂ] E} (hA : A.IsSymmetric)
    {u : E} {lam g : ℝ} (hu : ‖u‖ = 1) (hAu : A u = (lam : ℂ) • u)
    (simple : ∀ w, A w = (lam : ℂ) • w → ∃ c : ℂ, w = c • u) (hg : 0 ≤ g) {θ : ℂ}
    (gap : ∀ (μ : ℝ) (w : E), w ≠ 0 → A w = (μ : ℂ) • w → μ ≠ lam → g ≤ ‖(μ : ℂ) - θ‖)
    (y : E) : g ^ 2 * (‖y‖ ^ 2 - ‖inner ℂ u y‖ ^ 2) ≤ ‖A y - θ • y‖ ^ 2 := by
  obtain ⟨n, b, μ, hb, hμ, hP⟩ := spectral_expansion hA
  have huu : inner ℂ u u = (1 : ℂ) := by
    rw [inner_self_eq_norm_sq_to_K, hu]
    simp
  rw [← norm_sub_component_sq hu y, hP (y - inner ℂ u y • u), hP (A y - θ • y),
    Finset.mul_sum]
  refine Finset.sum_le_sum fun i _ => ?_
  rw [inner_residual hA (hμ i), inner_sub_right, inner_smul_right]
  by_cases h : μ i = lam
  · -- the level itself: nothing is left after the projection
    obtain ⟨c, hc⟩ := simple (b i) (by rw [hμ i, h])
    have h0 : inner ℂ (b i) y - inner ℂ u y * inner ℂ (b i) u = 0 := by
      rw [hc, inner_smul_left, inner_smul_left, huu]
      ring
    rw [h0, norm_zero, zero_pow two_ne_zero, mul_zero]
    positivity
  · -- another level: orthogonal to `u` and separated by the gap
    have e := inner_residual hA (hμ i) u (lam : ℂ)
    rw [hAu, sub_self, inner_zero_right] at e
    have hne : (μ i : ℂ) - (lam : ℂ) ≠ 0 := sub_ne_zero.mpr (by exact_mod_cast h)
    have h0 := (mul_eq_zero.mp e.symm).resolve_left hne
    rw [h0, mul_zero, sub_zero, norm_mul, mul_pow]
    exact mul_le_mul_of_nonneg_right
      (pow_le_pow_left₀ hg (gap _ _ (hb i) (hμ i) h) 2) (by positivity)
```

Take two Ritz pairs of the same run, (θ, y = V s) and (θ′, y′ = V s′), with ‖y‖ = ‖y′‖ = 1 and the gap condition holding for both Ritz values. Adding the two leakage bounds gives

g² (2 − |⟨u, y⟩|² − |⟨u, y′⟩|²) ≤ η(s)² + η(s′)².

If y and y′ were orthogonal, Bessel's inequality would give |⟨u, y⟩|² + |⟨u, y′⟩|² ≤ 1, and the left side would be at least g². This contradicts the assumption η(s)² + η(s′)² < g². The Lean proof obtains Bessel's inequality by removing from u its component along y and applying Cauchy–Schwarz with y′; `nlinarith` combines the bounds.

The conclusion concerns the Ritz vectors. To carry it over to the Lanczos vectors, let T be Hermitian and θ ≠ θ′: then s and s′ are orthogonal, and orthonormal columns v_j would make y and y′ orthogonal too. Such a pair, in which one simple level appears twice and the extra copy is called a ghost, thus signals that the columns of V are not orthonormal; if the columns are normalised, their orthogonality has been lost.

```lean
/-- **Accurate Ritz vectors sharing a simple level are not orthogonal.** In finite dimension, let
`lam` be a simple level of symmetric `A`, with all other levels at least `g ≥ 0` away from two Ritz
values `θ`, `θ'` of one run. If the Ritz vectors are normalized and their squared estimates sum to
less than `g²`, they are not orthogonal. -/
theorem ghosts_not_orthogonal [FiniteDimensional ℂ E] {A : E →ₗ[ℂ] E} (hA : A.IsSymmetric)
    {v f : Fin (m + 1) → E} {T : Matrix (Fin (m + 1)) (Fin (m + 1)) ℂ} {β : ℂ} {q : E}
    (h : LanczosRelation A v f T β q) {s s' : Fin (m + 1) → ℂ} {θ θ' : ℂ}
    (hs : T *ᵥ s = θ • s) (hs' : T *ᵥ s' = θ' • s')
    (hy : ‖comb v s‖ = 1) (hy' : ‖comb v s'‖ = 1)
    {u : E} {lam g : ℝ} (hu : ‖u‖ = 1) (hAu : A u = (lam : ℂ) • u)
    (simple : ∀ w, A w = (lam : ℂ) • w → ∃ c : ℂ, w = c • u) (hg : 0 ≤ g)
    (gap : ∀ (μ : ℝ) (w : E), w ≠ 0 → A w = (μ : ℂ) • w → μ ≠ lam →
      g ≤ ‖(μ : ℂ) - θ‖ ∧ g ≤ ‖(μ : ℂ) - θ'‖)
    (small : estimate f β q s ^ 2 + estimate f β q s' ^ 2 < g ^ 2) :
    inner ℂ (comb v s) (comb v s') ≠ 0 := by
  intro h0
  have L := leakage_le_residual hA hu hAu simple hg
    (fun μ w a b c => (gap μ w a b c).1) (comb v s)
  have L' := leakage_le_residual hA hu hAu simple hg
    (fun μ w a b c => (gap μ w a b c).2) (comb v s')
  have R := pow_le_pow_left₀ (norm_nonneg _) (residual_le_estimate h hs) 2
  have R' := pow_le_pow_left₀ (norm_nonneg _) (residual_le_estimate h hs') 2
  -- orthonormal Ritz vectors share at most the unit weight of `u`
  have P := norm_sub_component_sq hy u
  have C := norm_inner_le_norm (𝕜 := ℂ) (comb v s') (u - inner ℂ (comb v s) u • comb v s)
  rw [inner_sub_right, inner_smul_right, inner_eq_zero_symm.mp h0, mul_zero, sub_zero,
    hy', one_mul] at C
  have C2 := pow_le_pow_left₀ (norm_nonneg _) C 2
  rw [P, hu, norm_inner_symm, norm_inner_symm (comb v s) u] at C2
  rw [hy] at L
  rw [hy'] at L'
  nlinarith [mul_le_mul_of_nonneg_left C2 (sq_nonneg g)]
```

## A repeated Lanczos vector that attains the bound

Let A exchange the two components of a vector in ℂ².

```lean
/-- The operator on `ℂ²` that exchanges the two components. -/
def swap : EuclideanSpace ℂ (Fin 2) →ₗ[ℂ] EuclideanSpace ℂ (Fin 2) where
  toFun x := !₂[x 1, x 0]
  map_add' x y := by ext i; fin_cases i <;> simp
  map_smul' c x := by ext i; fin_cases i <;> simp
```

Choose v_0 = v_1 = (1, 0), a complete loss of orthogonality, with T = [[1, −1], [−1, 1]], β = 1/2 and q = (0, 1). In both columns the T-terms cancel, while A v_j = (0, 1). The errors are therefore f_0 = (0, 1) and f_1 = (0, 1/2). They are far larger than ordinary rounding errors; the example tests the inequality and does not model a realistic run.

For s = (1, 1) we have T s = 0, so θ = 0. Moreover V s = (2, 0), with norm 2, and F s = (0, 3/2). The bound is

(|1/2 · 1| · 1 + 3/2)/2 = 1.

Exchanging twice is the identity, so every eigenvalue satisfies λ² = 1 and lies at distance exactly 1 from θ. The general bound therefore admits no smaller constant factor. The theorem below checks the hypotheses, the value of the bound and the distance.

```lean
/-- The swap operator with the Lanczos vector `(1, 0)` occurring twice meets the hypotheses of
`exists_level_near_ritz_value` with `θ = 0`. The bound equals `1`, and every eigenvalue lies at
distance exactly `1` from `θ`. -/
theorem exists_level_near_ritz_value_witness :
    let v : Fin 2 → EuclideanSpace ℂ (Fin 2) := ![!₂[1, 0], !₂[1, 0]]
    let f : Fin 2 → EuclideanSpace ℂ (Fin 2) := ![!₂[0, 1], !₂[0, 1 / 2]]
    let T : Matrix (Fin 2) (Fin 2) ℂ := !![1, -1; -1, 1]
    let q : EuclideanSpace ℂ (Fin 2) := !₂[0, 1]
    let s : Fin 2 → ℂ := ![1, 1]
    swap.IsSymmetric ∧ LanczosRelation (m := 1) swap v f T (1 / 2) q ∧
      T *ᵥ s = (0 : ℂ) • s ∧ comb (m := 1) v s ≠ 0 ∧
      estimate (m := 1) f (1 / 2) q s / ‖comb (m := 1) v s‖ = 1 ∧
      ∀ (lam : ℝ) (u : EuclideanSpace ℂ (Fin 2)), u ≠ 0 → swap u = (lam : ℂ) • u →
        ‖(lam : ℂ) - 0‖ = 1 := by
  intro v f T q s
  have hl : Fin.last 1 = (1 : Fin 2) := rfl
  have N0 : ∀ a : ℂ, ‖(!₂[a, 0] : EuclideanSpace ℂ (Fin 2))‖ = ‖a‖ := by
    intro a
    rw [EuclideanSpace.norm_eq, Fin.sum_univ_two]
    simp
  have N1 : ∀ a : ℂ, ‖(!₂[0, a] : EuclideanSpace ℂ (Fin 2))‖ = ‖a‖ := by
    intro a
    rw [EuclideanSpace.norm_eq, Fin.sum_univ_two]
    simp
  have hv : comb (m := 1) v s = !₂[2, 0] := by
    ext i
    fin_cases i <;> simp [comb, v, s, Fin.sum_univ_two]
    norm_num
  have hf : comb (m := 1) f s = !₂[0, 3 / 2] := by
    ext i
    fin_cases i <;> simp [comb, f, s, Fin.sum_univ_two]
    norm_num
  have hn : ‖comb (m := 1) v s‖ = 2 := by
    rw [hv, N0]
    norm_num
  refine ⟨?_, ?_, ?_, ?_, ?_, ?_⟩
  · intro x y
    simp [swap, PiLp.inner_apply, Fin.sum_univ_two]
    ring
  · intro j
    ext i
    fin_cases j <;> fin_cases i <;>
      simp [swap, v, f, T, q, hl, Fin.sum_univ_two]
    norm_num
  · ext i
    fin_cases i <;> simp [T, s, Matrix.mulVec, dotProduct, Fin.sum_univ_two]
  · intro h0
    rw [h0, norm_zero] at hn
    norm_num at hn
  · rw [hn, estimate, hf, N1, N1, hl]
    simp only [s, Matrix.cons_val_one, Matrix.cons_val_fin_one]
    norm_num
  · intro lam u hu0 hu
    -- exchanging twice is the identity, so the eigenvalue squares to one
    have hss : swap (swap u) = u := by
      ext i
      fin_cases i <;> simp [swap]
    have h1 : ((lam : ℂ) * lam - 1) • u = 0 := by
      rw [sub_smul, one_smul, mul_smul, ← hu, ← swap.map_smul, ← hu, hss, sub_self]
    have h2 : (lam : ℂ) * lam = 1 :=
      sub_eq_zero.mp ((smul_eq_zero.mp h1).resolve_right hu0)
    have h3 : ‖(lam : ℂ)‖ ^ 2 = 1 := by
      rw [sq, ← norm_mul, h2, norm_one]
    rw [sub_zero]
    exact (pow_eq_one_iff_of_nonneg (norm_nonneg _) two_ne_zero).mp h3

end

end FinitePrecisionLanczos
```

```lean
#print axioms FinitePrecisionLanczos.exists_level_near_ritz_value
#print axioms FinitePrecisionLanczos.ghosts_not_orthogonal
```

```
'FinitePrecisionLanczos.exists_level_near_ritz_value' depends on axioms: [propext, Classical.choice, Quot.sound]
'FinitePrecisionLanczos.ghosts_not_orthogonal' depends on axioms: [propext, Classical.choice, Quot.sound]
```
